# A weak attractive long-range-corrected kernel puts exactly one exciton pole below the gap of a finite spectrum

Take two transitions of weight 1 with squared energies 4 and 7. At squared frequency $s$ the independent response is $F(s)=\frac{1}{4-s}+\frac{1}{7-s}$. A kernel of strength $\alpha=2$ turns it into

$$\frac{F}{1-2F}=\frac{11-2s}{(1-s)(6-s)}=\frac{9/5}{1-s}+\frac{1/5}{6-s}.$$

The lower pole has moved from 4 to 1, and its strength has grown from 1 to $9/5$ at the expense of the upper one. For one or more transitions, finite in number and with positive energies and weights, exactly one pole lies between zero and the lowest squared transition energy whenever $\alpha>0$ and $\alpha F(0)<1$.

In time-dependent density functional theory, this is how a long-range-corrected kernel can produce a bound exciton, here in a scalar model with finitely many transitions and a static $\alpha$. A continuum of transitions can behave differently: if $F$ stays finite at the gap, a pole below the gap requires $\alpha F>1$ there, so a very weak kernel binds nothing.

```lean
import Mathlib

open Filter Topology

noncomputable section

namespace LongRangeCorrectedExciton

variable {ι : Type*} [Fintype ι] {w E : ι → ℝ} {α s : ℝ} {g : ι}
```

## The response and its poles

Transition $k$, from a finite index type `ι`, has energy $E_k$ and a weight $w_k$ proportional to its oscillator strength:

$$F(s)=\sum_k\frac{w_k}{E_k^2-s}.$$

```lean
/-- Response of independent transitions with energies `E k` and weights `w k`, as a function
of the squared frequency `s`, for `s` different from every `E k ^ 2`. -/
def freeResponse (w E : ι → ℝ) (s : ℝ) : ℝ := ∑ k, w k / (E k ^ 2 - s)
```

Here $F$ stands for $-\chi_0/q^2$ at small wave vector $q$, where $\chi_0$ is the density response of independent particles. The long-range-corrected kernel is $-\alpha/q^2$ with a postulated constant $\alpha$. It stands for the electron-hole attraction missing from $F$; local-field effects and any frequency dependence of the kernel are left out. For optical absorption the macroscopic Hartree term does not enter, so $\chi_0$ becomes $\chi_0/(1+\alpha\chi_0/q^2)$, and the corrected response is $F/(1-\alpha F)$.

```lean
/-- Response with the long-range-corrected kernel of strength `α`, for `s` different from every
`E k ^ 2` and `α * freeResponse w E s ≠ 1`. -/
def lrcResponse (α : ℝ) (w E : ι → ℝ) (s : ℝ) : ℝ :=
  freeResponse w E s / (1 - α * freeResponse w E s)
```

A simple pole of strength $R\neq0$ at $s_0$ means $(s_0-s)f(s)\to R$. The limit runs over $s\neq s_0$ (`𝓝[≠] s₀`), so the value Lean gives to a division by zero at $s_0$ is irrelevant.

```lean
/-- The function `f` behaves as `R / (s₀ - s)` near `s₀`, with nonzero strength `R`. -/
def HasSimplePole (f : ℝ → ℝ) (s₀ R : ℝ) : Prop :=
  R ≠ 0 ∧ Tendsto (fun s => (s₀ - s) * f s) (𝓝[≠] s₀) (𝓝 R)
```

The strength refers to the variable $s$, as the weights $w_k$ do. It will turn out to be $1/(\alpha^2F'(s_0))$.

```lean
/-- The strength `1 / (α² F'(s))`, with `F` the free response, for `α ≠ 0` and `F'(s) ≠ 0`. -/
def strength (α : ℝ) (w E : ι → ℝ) (s : ℝ) : ℝ :=
  1 / (α ^ 2 * deriv (freeResponse w E) s)
```

## Growth of the free response below the gap

Each term has derivative $w_k/(E_k^2-s)^2$, so away from the transitions

$$F'(s)=\sum_k\frac{w_k}{(E_k^2-s)^2}.$$

```lean
/-- Away from the transitions, the free response is differentiated term by term. -/
theorem hasDerivAt_freeResponse (h : ∀ k, s ≠ E k ^ 2) :
    HasDerivAt (freeResponse w E) (∑ k, w k / (E k ^ 2 - s) ^ 2) s := by
  have hk : ∀ k, HasDerivAt (fun x => w k / (E k ^ 2 - x)) (w k / (E k ^ 2 - s) ^ 2) s := by
    intro k
    have hd := (hasDerivAt_id' s).const_sub (E k ^ 2)
    exact ((hasDerivAt_const s (w k)).fun_div hd (sub_ne_zero.2 (h k).symm)).congr_deriv
      (by ring)
  have hsum := HasDerivAt.fun_sum (u := Finset.univ) (fun k _ => hk k)
  exact hsum
```

If $s<t<E_k^2$ for all $k$, then $0<E_k^2-t<E_k^2-s$. With positive weights every term is larger at $t$, hence $F(s)<F(t)$.

```lean
/-- Below all transitions the free response increases strictly with the squared frequency. -/
theorem freeResponse_lt [Nonempty ι] {t : ℝ} (hw : ∀ k, 0 < w k) (hst : s < t)
    (ht : ∀ k, t < E k ^ 2) : freeResponse w E s < freeResponse w E t := by
  refine Finset.sum_lt_sum_of_nonempty Finset.univ_nonempty (fun k _ => ?_)
  have h := ht k
  rw [div_lt_div_iff₀ (by linarith) (by linarith)]
  exact mul_lt_mul_of_pos_left (by linarith) (hw k)
```

## Poles where $\alpha F=1$

Where $\alpha F(s)\neq1$, away from the transitions, the quotient rule makes the corrected response differentiable.

```lean
/-- The corrected response is smooth to first order wherever `α F(s) ≠ 1` away from the
transitions. -/
theorem lrcResponse_regular (h : ∀ k, s ≠ E k ^ 2) (h1 : α * freeResponse w E s ≠ 1) :
    DifferentiableAt ℝ (lrcResponse α w E) s := by
  have hF := hasDerivAt_freeResponse (w := w) h
  have hq := hF.fun_div ((hF.const_mul α).const_sub 1) (sub_ne_zero.2 h1.symm)
  exact hq.differentiableAt
```

Now let $\alpha F(s)=1$ below all transitions, with positive weights, so that $F'(s)>0$. With the difference quotient $Q(x)=\frac{F(x)-F(s)}{x-s}$, which is `slope` in Lean,

$$1-\alpha F(x)=\alpha\,(F(s)-F(x))=(s-x)\,\alpha\,Q(x),$$

and therefore

$$(s-x)\frac{F(x)}{1-\alpha F(x)}=\frac{F(x)}{\alpha Q(x)}\to\frac{F(s)}{\alpha F'(s)}=\frac{1}{\alpha^2F'(s)}.$$

In the proof, `hlim` is this limit and `hden` is the factorised denominator.

```lean
/-- Below all transitions, a solution of `α F(s) = 1` is a simple pole of the corrected response
with strength `1 / (α² F'(s))`. -/
theorem hasSimplePole_of_root [Nonempty ι] (hw : ∀ k, 0 < w k) (hs : ∀ k, s < E k ^ 2)
    (h1 : α * freeResponse w E s = 1) :
    HasSimplePole (lrcResponse α w E) s (strength α w E s) := by
  have hα : α ≠ 0 := by
    rintro rfl
    simp at h1
  have hF := hasDerivAt_freeResponse (w := w) (fun k => (hs k).ne)
  have hD : 0 < ∑ k, w k / (E k ^ 2 - s) ^ 2 :=
    Finset.sum_pos (fun k _ => div_pos (hw k) (pow_pos (sub_pos.2 (hs k)) 2))
      Finset.univ_nonempty
  unfold strength
  rw [hF.deriv]
  refine ⟨one_div_ne_zero (mul_ne_zero (pow_ne_zero 2 hα) hD.ne'), ?_⟩
  -- the difference quotient of `F` controls the vanishing denominator
  have hlim := (hF.continuousAt.tendsto.mono_left nhdsWithin_le_nhds).div
    ((hasDerivAt_iff_tendsto_slope.1 hF).const_mul α) (mul_ne_zero hα hD.ne')
  have hval : freeResponse w E s / (α * ∑ k, w k / (E k ^ 2 - s) ^ 2)
      = 1 / (α ^ 2 * ∑ k, w k / (E k ^ 2 - s) ^ 2) := by
    rw [div_eq_div_iff (mul_ne_zero hα hD.ne') (mul_ne_zero (pow_ne_zero 2 hα) hD.ne')]
    linear_combination (α * ∑ k, w k / (E k ^ 2 - s) ^ 2) * h1
  rw [hval] at hlim
  refine hlim.congr' ?_
  filter_upwards [self_mem_nhdsWithin] with x hx
  have hx' : x - s ≠ 0 := sub_ne_zero.2 hx
  have hx'' : s - x ≠ 0 := sub_ne_zero.2 (Ne.symm hx)
  have hq : slope (freeResponse w E) s x * (x - s)
      = freeResponse w E x - freeResponse w E s := by
    rw [slope_def_field, div_mul_cancel₀ _ hx']
  have hden : 1 - α * freeResponse w E x
      = (s - x) * (α * slope (freeResponse w E) s x) := by
    linear_combination α * hq - h1
  simp only [Pi.div_apply, lrcResponse]
  rw [hden, ← mul_div_assoc, mul_div_mul_left _ _ hx'']
```

## Binding and strength

Let all weights be positive, let $g$ label a lowest transition, and let $s<E_g^2$ solve $\alpha F(s)=1$ with $\alpha>0$. One positive term is at most the whole sum, so $\frac{w_g}{E_g^2-s}\le F(s)=\frac1\alpha$, which gives $\alpha w_g\le E_g^2-s$. A second transition makes this strict.

```lean
/-- A solution of `α F(s) = 1` below all transitions lies at least `α w_g` below `E_g²`, for every
transition `g`, and strictly more if there is another transition. -/
theorem binding_ge (hw : ∀ k, 0 < w k) (hα : 0 < α) (hs : ∀ k, s < E k ^ 2)
    (h1 : α * freeResponse w E s = 1) :
    α * w g ≤ E g ^ 2 - s ∧ ∀ k, k ≠ g → α * w g < E g ^ 2 - s := by
  have hp : ∀ k, 0 < w k / (E k ^ 2 - s) := fun k => div_pos (hw k) (sub_pos.2 (hs k))
  have hd : 0 < E g ^ 2 - s := sub_pos.2 (hs g)
  constructor
  · have hle : w g / (E g ^ 2 - s) ≤ freeResponse w E s :=
      Finset.single_le_sum (f := fun k => w k / (E k ^ 2 - s))
        (fun k _ => (hp k).le) (Finset.mem_univ g)
    have h := mul_le_mul_of_nonneg_left hle hα.le
    rwa [h1, ← mul_div_assoc, div_le_one hd] at h
  · intro k hk
    have hlt : w g / (E g ^ 2 - s) < freeResponse w E s :=
      Finset.single_lt_sum (f := fun k => w k / (E k ^ 2 - s)) hk
        (Finset.mem_univ g) (Finset.mem_univ k) (hp k) (fun j _ _ => (hp j).le)
    have h := mul_lt_mul_of_pos_left hlt hα
    rwa [h1, ← mul_div_assoc, div_lt_one hd] at h
```

Since $E_g^2-s\le E_k^2-s$ for every $k$,

$$(E_g^2-s)\,F'(s)\le\sum_k\frac{w_k}{E_k^2-s}=\frac1\alpha,$$

and dividing by $\alpha F'(s)$ bounds the strength below by $(E_g^2-s)/\alpha$. For the upper bound, Cauchy-Schwarz gives

$$\frac{1}{\alpha^2}=F(s)^2\le\Big(\sum_k w_k\Big)F'(s).$$

```lean
/-- At a pole below the lowest transition `g`, the strength is at least `(E_g² - s) / α`
and at most the total weight of all transitions. -/
theorem strength_bounds (hw : ∀ k, 0 < w k) (hα : 0 < α) (hmin : ∀ k, E g ^ 2 ≤ E k ^ 2)
    (hs : s < E g ^ 2) (h1 : α * freeResponse w E s = 1) :
    (E g ^ 2 - s) / α ≤ strength α w E s ∧ strength α w E s ≤ ∑ k, w k := by
  have hb : ∀ k, 0 < E k ^ 2 - s := fun k => sub_pos.2 (hs.trans_le (hmin k))
  have hF := hasDerivAt_freeResponse (w := w) (fun k => (hs.trans_le (hmin k)).ne)
  have hp : ∀ k, 0 < w k / (E k ^ 2 - s) ^ 2 := fun k => div_pos (hw k) (pow_pos (hb k) 2)
  have hD : 0 < ∑ k, w k / (E k ^ 2 - s) ^ 2 :=
    Finset.sum_pos (fun k _ => hp k) ⟨g, Finset.mem_univ g⟩
  unfold strength
  rw [hF.deriv]
  constructor
  · -- every transition is at least as far from `s` as the lowest one
    have hle : (E g ^ 2 - s) * ∑ k, w k / (E k ^ 2 - s) ^ 2 ≤ freeResponse w E s := by
      rw [Finset.mul_sum]
      refine Finset.sum_le_sum (fun k _ => ?_)
      have hne := (hb k).ne'
      calc (E g ^ 2 - s) * (w k / (E k ^ 2 - s) ^ 2)
          ≤ (E k ^ 2 - s) * (w k / (E k ^ 2 - s) ^ 2) :=
            mul_le_mul_of_nonneg_right (by linarith [hmin k]) (hp k).le
        _ = w k / (E k ^ 2 - s) := by field_simp
    rw [div_le_div_iff₀ hα (by positivity)]
    have h := mul_le_mul_of_nonneg_left hle (sq_nonneg α)
    linear_combination h + α * h1
  · -- Cauchy-Schwarz with the weights `w k`
    have hterm : ∀ k, (w k / (E k ^ 2 - s)) ^ 2 = w k * (w k / (E k ^ 2 - s) ^ 2) := by
      intro k
      rw [div_pow]
      ring
    have hcs : freeResponse w E s ^ 2 ≤ (∑ k, w k) * ∑ k, w k / (E k ^ 2 - s) ^ 2 :=
      Finset.sum_sq_le_sum_mul_sum_of_sq_le_mul Finset.univ (fun k _ => (hw k).le)
        (fun k _ => (hp k).le) (fun k _ => (hterm k).le)
    rw [div_le_iff₀ (by positivity)]
    have h := mul_le_mul_of_nonneg_left hcs (sq_nonneg α)
    linear_combination h - (α * freeResponse w E s + 1) * h1
```

Chaining the two bounds also limits the binding from above: $E_g^2-s\le\alpha\sum_k w_k$.

## Exactly one bound exciton

The condition $\alpha F(0)<1$ says that the attraction is too weak to pull the pole down to zero frequency. The $g$ term alone then gives $\alpha w_g<E_g^2$, so $E_g^2-\alpha w_g$ is positive. At that point the same term contributes exactly 1 to $\alpha F$, so $\alpha F\ge1$. The intermediate value theorem supplies a root $s_0$, and strict growth excludes another.

Besides $\alpha>0$ and $\alpha F(0)<1$, the theorem assumes $w_k>0$, $E_g>0$ and $E_g\le E_k$; degenerate energies are allowed. It states "exactly one" as a simple pole at $s_0$ and differentiability at every other point of $(0,E_g^2)$. The strength lies between $w_g$ and $\sum_k w_k$, and exceeds $w_g$ once there is a second transition.

```lean
/-- If `α > 0` and `α F(0) < 1`, the corrected response has exactly one singularity between zero and
the lowest squared transition energy: a simple pole with strength between `w_g` and the total
weight, and strictly above `w_g` if there is another transition. -/
theorem one_bound_exciton (hw : ∀ k, 0 < w k) (hg : 0 < E g) (hmin : ∀ k, E g ≤ E k)
    (hα : 0 < α) (h0 : α * freeResponse w E 0 < 1) :
    ∃ s₀ ∈ Set.Ioo 0 (E g ^ 2),
      HasSimplePole (lrcResponse α w E) s₀ (strength α w E s₀) ∧
      w g ≤ strength α w E s₀ ∧ strength α w E s₀ ≤ ∑ k, w k ∧
      (∀ k, k ≠ g → w g < strength α w E s₀) ∧
      ∀ s ∈ Set.Ioo 0 (E g ^ 2), s ≠ s₀ → DifferentiableAt ℝ (lrcResponse α w E) s := by
  have : Nonempty ι := ⟨g⟩
  have hsq : ∀ k, E g ^ 2 ≤ E k ^ 2 := fun k => pow_le_pow_left₀ hg.le (hmin k) 2
  have hg2 : 0 < E g ^ 2 := pow_pos hg 2
  have hαw : 0 < α * w g := mul_pos hα (hw g)
  have hsingle : ∀ x, x < E g ^ 2 → α * (w g / (E g ^ 2 - x)) ≤ α * freeResponse w E x := by
    intro x hx
    refine mul_le_mul_of_nonneg_left ?_ hα.le
    exact Finset.single_le_sum (f := fun k => w k / (E k ^ 2 - x))
      (fun k _ => (div_pos (hw k) (sub_pos.2 (hx.trans_le (hsq k)))).le) (Finset.mem_univ g)
  -- the point `E_g² - α w_g` is positive and there `α F ≥ 1`
  have hpos : α * w g < E g ^ 2 := by
    have h := (hsingle 0 hg2).trans_lt h0
    rwa [sub_zero, ← mul_div_assoc, div_lt_one hg2] at h
  have hend : 1 ≤ α * freeResponse w E (E g ^ 2 - α * w g) := by
    have h := hsingle (E g ^ 2 - α * w g) (by linarith)
    rwa [sub_sub_cancel, ← mul_div_assoc, div_self hαw.ne'] at h
  have hcont : ContinuousOn (fun x => α * freeResponse w E x)
      (Set.Icc 0 (E g ^ 2 - α * w g)) := by
    intro x hx
    have hx' : x < E g ^ 2 := by linarith [hx.2]
    exact ((hasDerivAt_freeResponse (w := w)
      (fun k => (hx'.trans_le (hsq k)).ne)).const_mul α).continuousAt.continuousWithinAt
  obtain ⟨s₀, hs₀, h1⟩ := intermediate_value_Icc (by linarith) hcont ⟨h0.le, hend⟩
  replace h1 : α * freeResponse w E s₀ = 1 := h1
  have hs₀pos : 0 < s₀ := by
    refine lt_of_le_of_ne hs₀.1 ?_
    rintro rfl
    exact h0.ne h1
  have hs₀lt : s₀ < E g ^ 2 := by linarith [hs₀.2]
  have hbelow : ∀ k, s₀ < E k ^ 2 := fun k => hs₀lt.trans_le (hsq k)
  obtain ⟨hb, hb'⟩ := binding_ge (g := g) hw hα hbelow h1
  obtain ⟨hlo, hup⟩ := strength_bounds hw hα hsq hs₀lt h1
  refine ⟨s₀, ⟨hs₀pos, hs₀lt⟩, hasSimplePole_of_root hw hbelow h1, ?_, hup, ?_, ?_⟩
  · exact ((le_div_iff₀ hα).2 (by linarith)).trans hlo
  · intro k hk
    exact ((lt_div_iff₀ hα).2 (by linarith [hb' k hk])).trans_le hlo
  · -- strict growth of `F` excludes a second root
    intro s hs hne
    have hsb : ∀ k, s < E k ^ 2 := fun k => hs.2.trans_le (hsq k)
    refine lrcResponse_regular (fun k => (hsb k).ne) (fun h => ?_)
    rcases lt_or_gt_of_ne hne with hlt | hgt
    · have := mul_lt_mul_of_pos_left (freeResponse_lt hw hlt hbelow) hα
      linarith
    · have := mul_lt_mul_of_pos_left (freeResponse_lt hw hgt hsb) hα
      linarith
```

## Stronger attraction and degenerate transitions

If all weights are positive, $\alpha>0$ and $\alpha F(0)\ge1$, growth gives $\alpha F(s)>1$ throughout $(0,E_g^2)$, and no singularity remains there. The pole has not vanished: since $F(s)\to0$ as $s\to-\infty$, it now lies at some $s\le0$, which means a zero or imaginary frequency.

```lean
/-- If `α F(0) ≥ 1`, the corrected response has no singularity between zero and the lowest
squared transition energy. -/
theorem no_bound_exciton (hw : ∀ k, 0 < w k) (hmin : ∀ k, E g ^ 2 ≤ E k ^ 2)
    (hα : 0 < α) (h0 : 1 ≤ α * freeResponse w E 0) (hs : s ∈ Set.Ioo 0 (E g ^ 2)) :
    DifferentiableAt ℝ (lrcResponse α w E) s := by
  have : Nonempty ι := ⟨g⟩
  have hsb : ∀ k, s < E k ^ 2 := fun k => hs.2.trans_le (hmin k)
  have h := mul_lt_mul_of_pos_left (freeResponse_lt hw hs.1 hsb) hα
  exact lrcResponse_regular (fun k => (hsb k).ne) (by linarith : _ < _).ne'
```

If all energies equal $E_g$, put $W=\sum_k w_k$. Then $F=W/(E_g^2-s)$ and $F'=W/(E_g^2-s)^2$, so $\alpha F=1$ gives $E_g^2-s=\alpha W$ and

$$\frac{1}{\alpha^2F'(s)}=\frac{(E_g^2-s)^2}{\alpha^2W}=W.$$

The upper bound is attained. A single transition is the simplest instance: its pole shifts by $\alpha w_g$ and keeps its strength.

```lean
/-- If all transitions have the same energy, the strength at a solution of `α F(s) = 1` equals
the total weight. -/
theorem strength_degenerate (hE : ∀ k, E k = E g) (hs : s ≠ E g ^ 2)
    (h1 : α * freeResponse w E s = 1) : strength α w E s = ∑ k, w k := by
  have hF := hasDerivAt_freeResponse (w := w) (E := E) (s := s) (fun k => by rwa [hE k])
  have hD : ∑ k, w k / (E k ^ 2 - s) ^ 2 = (∑ k, w k) / (E g ^ 2 - s) ^ 2 := by
    rw [Finset.sum_div]
    exact Finset.sum_congr rfl (fun k _ => by rw [hE k])
  have hV : freeResponse w E s = (∑ k, w k) / (E g ^ 2 - s) := by
    rw [freeResponse, Finset.sum_div]
    exact Finset.sum_congr rfl (fun k _ => by rw [hE k])
  rw [hV] at h1
  unfold strength
  rw [hF.deriv, hD]
  have hprod : (∑ k, w k) * (α ^ 2 * ((∑ k, w k) / (E g ^ 2 - s) ^ 2)) = 1 := by
    calc (∑ k, w k) * (α ^ 2 * ((∑ k, w k) / (E g ^ 2 - s) ^ 2))
        = (α * ((∑ k, w k) / (E g ^ 2 - s))) ^ 2 := by
          rw [mul_pow, div_pow]
          ring
      _ = 1 := by rw [h1, one_pow]
  rw [div_eq_iff (right_ne_zero_of_mul_eq_one hprod)]
  exact hprod.symm

end LongRangeCorrectedExciton
```

```lean
#print axioms LongRangeCorrectedExciton.one_bound_exciton
-- 'LongRangeCorrectedExciton.one_bound_exciton' depends on axioms: [propext, Classical.choice, Quot.sound]
#print axioms LongRangeCorrectedExciton.no_bound_exciton
-- 'LongRangeCorrectedExciton.no_bound_exciton' depends on axioms: [propext, Classical.choice, Quot.sound]
#print axioms LongRangeCorrectedExciton.strength_degenerate
-- 'LongRangeCorrectedExciton.strength_degenerate' depends on axioms: [propext, Classical.choice, Quot.sound]
```
